# For a fixed Fock matrix with an orbital gap, the commutator bounds the error of a nearby density

A self-consistent field calculation is commonly stopped when the commutator of the Fock matrix with the density matrix is small. Without a bound that involves the orbital gap, this says little about the density. If an occupied and a virtual orbital are almost degenerate, mixing them with the Fock matrix held fixed can change the density greatly and the commutator hardly at all. The problems below derive such a bound for a fixed Fock matrix in a finite orthonormal basis.

## Fock matrix, reference projector and gap

Let $F$ be the Fock matrix, $R$ the projector onto its occupied orbitals, and $P$ a trial matrix. All are real square matrices, indexed by a finite type `n`. Occupations are 0 or 1, so a closed-shell density matrix in spatial orbitals is twice such a projector.

```lean
import Mathlib

open Matrix

namespace CommutatorDensityBound

noncomputable section

variable {n : Type*} [Fintype n]
```

Errors are measured in the Frobenius norm $\|A\|$, with $\|A\|^2=\sum_{ij}A_{ij}^2$. In Lean, `frobSq` is the square and `frobNorm` its root.

```lean
/-- The squared Frobenius norm: the sum of the squares of all matrix entries. -/
def frobSq (A : Matrix n n ℝ) : ℝ := ∑ i, ∑ j, A i j ^ 2

/-- The Frobenius norm of a real square matrix. -/
def frobNorm (A : Matrix n n ℝ) : ℝ := √(frobSq A)
```

The structure `IsGappedReference F R l w` says that $R$ is a symmetric idempotent commuting with $F$, that $x^TFx\le l\,x^Tx$ when $Rx=x$, and that $x^TFx\ge(l+w)\,x^Tx$ when $Rx=0$. For unit vectors these are bounds on orbital energies: $l$ lies at or above the occupied ones, and a positive $w$ is a lower bound on the gap between occupied and virtual levels. The gap is assumed, not computed. Neither the symmetry of $F$ nor the sign of $w$ is part of the structure.

```lean
/-- `R` is an orthogonal projector commuting with `F`; the expectation value of `F` is at most `l`
in the range of `R` (occupied) and at least `l + w` in its kernel (virtual). -/
structure IsGappedReference (F R : Matrix n n ℝ) (l w : ℝ) : Prop where
  transpose_eq : Rᵀ = R
  idem : R * R = R
  comm : F * R = R * F
  occupied : ∀ x : n → ℝ, R *ᵥ x = x → x ⬝ᵥ (F *ᵥ x) ≤ l * (x ⬝ᵥ x)
  virtual : ∀ x : n → ℝ, R *ᵥ x = 0 → (l + w) * (x ⬝ᵥ x) ≤ x ⬝ᵥ (F *ᵥ x)
```

In a self-consistent calculation $F$ is rebuilt from the density. If $F=F(P)$, then $R$ belongs to the current Fock matrix and need not be the converged density. Relating the two requires an estimate of how $F$ responds to the density.

## (a) Sign of the squared norm

Show that $\|A\|^2\ge0$.

**Solution.** It is a sum of squares.

```lean
lemma frobSq_nonneg (A : Matrix n n ℝ) : 0 ≤ frobSq A :=
  Finset.sum_nonneg fun _ _ => Finset.sum_nonneg fun _ _ => sq_nonneg _
```

## (b) The norm as a trace

Show that $\|A\|^2=\operatorname{tr}(A^TA)$.

**Solution.** The trace is $\sum_j\sum_i A_{ij}A_{ij}$. Exchanging the sums, `Finset.sum_comm` in Lean, gives the definition.

```lean
/-- The squared Frobenius norm of `A` is the trace of `Aᵀ A`. -/
lemma frobSq_eq_trace (A : Matrix n n ℝ) : frobSq A = trace (Aᵀ * A) := by
  simp only [frobSq, Matrix.trace, Matrix.diag_apply, Matrix.mul_apply,
    Matrix.transpose_apply, sq]
  exact Finset.sum_comm
```

## (c) Energy bounds for whole matrices

Show that $RX=X$ implies $\operatorname{tr}(X^TFX)\le l\|X\|^2$, and that $RX=0$ implies $\operatorname{tr}(X^TFX)\ge(l+w)\|X\|^2$.

**Solution.** Let $x_j$ be the columns of $X$. Then
$$\operatorname{tr}(X^TFX)=\sum_jx_j^TFx_j,\qquad \|X\|^2=\sum_jx_j^Tx_j.$$
Each column is occupied in the first case and virtual in the second, so the bounds add up. The equations `e` and `d` are these two sums.

```lean
/-- Let `R` be a gapped reference of `F`. If all columns of `X` are occupied, the trace of `Xᵀ F X`
is at most `l` times the squared norm of `X`; if all are virtual, it is at least `l + w` times that
squared norm. -/
theorem trace_energy_bounds {F R : Matrix n n ℝ} {l w : ℝ} (h : IsGappedReference F R l w)
    (X : Matrix n n ℝ) :
    (R * X = X → trace (Xᵀ * F * X) ≤ l * frobSq X) ∧
    (R * X = 0 → (l + w) * frobSq X ≤ trace (Xᵀ * F * X)) := by
  -- both sides are sums over the columns of X
  have e : trace (Xᵀ * F * X) = ∑ j, (fun i => X i j) ⬝ᵥ (F *ᵥ (fun i => X i j)) := by
    rw [mul_assoc]
    simp only [Matrix.trace, Matrix.diag_apply, Matrix.mul_apply, Matrix.transpose_apply,
      Matrix.mulVec, dotProduct]
  have d : frobSq X = ∑ j, (fun i => X i j) ⬝ᵥ (fun i => X i j) := by
    simp only [frobSq, dotProduct, sq]
    exact Finset.sum_comm
  rw [e, d, Finset.mul_sum, Finset.mul_sum]
  refine ⟨fun hX => Finset.sum_le_sum fun j _ => h.occupied _ ?_,
    fun hX => Finset.sum_le_sum fun j _ => h.virtual _ ?_⟩
  · funext i
    exact congrFun (congrFun hX i) j
  · funext i
    exact congrFun (congrFun hX i) j
```

## (d) Replacing a block by the full matrix

Let $TA=T$ and $BT=T$, with $A$ and $B$ commuting with $F$. Show that
$$\operatorname{tr}(TF\,APB)=\operatorname{tr}(TFP),\qquad \operatorname{tr}(APB\,FT)=\operatorname{tr}(TPF).$$

**Solution.** By cyclicity of the trace,
$$\operatorname{tr}(TFAPB)=\operatorname{tr}(BTFAP)=\operatorname{tr}(TAFP)=\operatorname{tr}(TFP),$$
$$\operatorname{tr}(APBFT)=\operatorname{tr}(TAPBF)=\operatorname{tr}(TPFB)=\operatorname{tr}(BTPF)=\operatorname{tr}(TPF).$$
The two `calc` chains follow these lines.

```lean
/-- If `T A = T`, `B T = T`, and `A` and `B` commute with `F`, then `P` may replace its block
`A P B` in the traces of `T F (A P B)` and `(A P B) F T`. -/
lemma trace_block {F A B T : Matrix n n ℝ} (P : Matrix n n ℝ) (hTA : T * A = T)
    (hBT : B * T = T) (hA : F * A = A * F) (hB : B * F = F * B) :
    trace (T * F * (A * P * B)) = trace (T * (F * P)) ∧
    trace (A * P * B * F * T) = trace (T * (P * F)) := by
  constructor
  · calc trace (T * F * (A * P * B)) = trace ((T * (F * A) * P) * B) := by
          simp only [mul_assoc]
      _ = trace (B * (T * (F * A) * P)) := Matrix.trace_mul_comm _ _
      _ = trace ((B * T) * (F * A) * P) := by simp only [mul_assoc]
      _ = trace ((T * A) * F * P) := by rw [hBT, hA]; simp only [mul_assoc]
      _ = trace (T * (F * P)) := by rw [hTA, mul_assoc]
  · calc trace (A * P * B * F * T) = trace (T * (A * P * B * F)) := Matrix.trace_mul_comm _ _
      _ = trace ((T * A) * P * (B * F)) := by simp only [mul_assoc]
      _ = trace ((T * P * F) * B) := by rw [hTA, hB]; simp only [mul_assoc]
      _ = trace (B * (T * P * F)) := Matrix.trace_mul_comm _ _
      _ = trace ((B * T) * P * F) := by simp only [mul_assoc]
      _ = trace (T * (P * F)) := by rw [hBT, mul_assoc]
```

## (e) Overlap of the two commutators

Put $C=RP-PR$ and $D=FP-PF$. Show that $w\|C\|^2\le-\operatorname{tr}(C^TD)$.

**Solution.** Let $Q=1-R$, $X=RPQ$ and $Y=QPR$. Then $C=X-Y$. Since $RQ=0$, we have $X^TY=Y^TX=0$, hence $\|C\|^2=\|X\|^2+\|Y\|^2$.

The columns of $X$ and $Y^T$ are occupied, those of $X^T$ and $Y$ virtual. Part (d), with $T=X^T$ and then $T=Y^T$, turns traces with $D$ into traces that part (c) bounds:
$$\operatorname{tr}(X^TD)=\operatorname{tr}(X^TFX)-\operatorname{tr}(XFX^T)\le-w\|X\|^2,$$
$$\operatorname{tr}(Y^TD)=\operatorname{tr}(Y^TFY)-\operatorname{tr}(YFY^T)\ge w\|Y\|^2.$$
Subtracting gives the claim. In Lean, `b1` to `b4` are the four energy bounds, and `linarith` combines them with the trace identities.

```lean
/-- For a gapped reference `R` of `F` and every real matrix `P`, the overlap (trace inner product)
of the two commutators `RP - PR` and `FP - PF`, with its sign reversed, is at least `w` times the
squared norm of `RP - PR`. -/
theorem gap_le_overlap {F R : Matrix n n ℝ} {l w : ℝ} (h : IsGappedReference F R l w)
    (P : Matrix n n ℝ) :
    w * frobSq (R * P - P * R) ≤ -trace ((R * P - P * R)ᵀ * (F * P - P * F)) := by
  classical
  have hs := h.transpose_eq
  have hi := h.idem
  -- the virtual projector Q
  obtain ⟨Q, hQ⟩ : ∃ Q : Matrix n n ℝ, Q = 1 - R := ⟨_, rfl⟩
  have RQ : R * Q = 0 := by rw [hQ, mul_sub, mul_one, hi, sub_self]
  have QQ : Q * Q = Q := by
    nth_rewrite 1 [hQ]
    rw [sub_mul, one_mul, RQ, sub_zero]
  have QT : Qᵀ = Q := by rw [hQ, Matrix.transpose_sub, Matrix.transpose_one, hs]
  have QF : Q * F = F * Q := by rw [hQ, sub_mul, mul_sub, one_mul, mul_one, h.comm]
  -- the occupied-virtual and virtual-occupied blocks of P
  obtain ⟨X, hX⟩ : ∃ X, X = R * P * Q := ⟨_, rfl⟩
  obtain ⟨Y, hY⟩ : ∃ Y, Y = Q * P * R := ⟨_, rfl⟩
  have hC : R * P - P * R = X - Y := by rw [hX, hY, hQ]; noncomm_ring
  have XT : Xᵀ = Q * Pᵀ * R := by
    simp only [hX, Matrix.transpose_mul, hs, QT, mul_assoc]
  have YT : Yᵀ = R * Pᵀ * Q := by
    simp only [hY, Matrix.transpose_mul, hs, QT, mul_assoc]
  have RX : R * X = X := by rw [hX, ← mul_assoc, ← mul_assoc, hi]
  have RY : R * Y = 0 := by rw [hY, ← mul_assoc, ← mul_assoc, RQ, zero_mul, zero_mul]
  have RXt : R * Xᵀ = 0 := by rw [XT, ← mul_assoc, ← mul_assoc, RQ, zero_mul, zero_mul]
  have RYt : R * Yᵀ = Yᵀ := by rw [YT, ← mul_assoc, ← mul_assoc, hi]
  have XtR : Xᵀ * R = Xᵀ := by rw [XT, mul_assoc, hi]
  have YtQ : Yᵀ * Q = Yᵀ := by rw [YT, mul_assoc, QQ]
  have QXt : Q * Xᵀ = Xᵀ := by rw [XT, ← mul_assoc, ← mul_assoc, QQ]
  -- the two blocks are orthogonal
  have XY : Xᵀ * Y = 0 := by rw [← XtR, mul_assoc, RY, mul_zero]
  have YX : Yᵀ * X = 0 := by
    have := congrArg Matrix.transpose XY
    simpa only [Matrix.transpose_mul, Matrix.transpose_transpose, Matrix.transpose_zero] using this
  have hN : frobSq (X - Y) = frobSq X + frobSq Y := by
    rw [frobSq_eq_trace, frobSq_eq_trace, frobSq_eq_trace, ← Matrix.trace_add,
      Matrix.transpose_sub, sub_mul, mul_sub, mul_sub, XY, YX]
    congr 1
    abel
  have tr : ∀ A : Matrix n n ℝ, frobSq Aᵀ = frobSq A := fun A => Finset.sum_comm
  -- energy bounds for columns and rows of both blocks
  have b1 := (trace_energy_bounds h X).1 RX
  have b2 := (trace_energy_bounds h Xᵀ).2 RXt
  have b3 := (trace_energy_bounds h Y).2 RY
  have b4 := (trace_energy_bounds h Yᵀ).1 RYt
  rw [Matrix.transpose_transpose, tr] at b2 b4
  obtain ⟨x1, x2⟩ := trace_block P XtR QXt h.comm QF
  obtain ⟨y1, y2⟩ := trace_block P YtQ RYt QF.symm h.comm.symm
  rw [← hX] at x1 x2
  rw [← hY] at y1 y2
  rw [hC, hN, Matrix.transpose_sub, sub_mul, mul_sub, mul_sub, Matrix.trace_sub,
    Matrix.trace_sub, Matrix.trace_sub]
  linarith
```

## (f) The squared commutator bound

For $w\ge0$, show that $w^2\|C\|^2\le\|D\|^2$.

**Solution.** Expand a square and insert (e), multiplied by $2w$:
$$0\le\|D+wC\|^2=\|D\|^2+2w\operatorname{tr}(C^TD)+w^2\|C\|^2\le\|D\|^2-w^2\|C\|^2.$$
The expansion is `e` in the proof.

```lean
/-- For a gapped reference `R` of `F` with `w ≥ 0`, `w²` times the squared norm of `RP - PR` is at
most that of `FP - PF`. -/
theorem commutator_bound_sq {F R : Matrix n n ℝ} {l w : ℝ} (h : IsGappedReference F R l w)
    (hw : 0 ≤ w) (P : Matrix n n ℝ) :
    w ^ 2 * frobSq (R * P - P * R) ≤ frobSq (F * P - P * F) := by
  have k := mul_le_mul_of_nonneg_left (gap_le_overlap h P) hw
  generalize R * P - P * R = C at *
  generalize F * P - P * F = D at *
  -- expand the square of D + w C
  have t : trace (Dᵀ * C) = trace (Cᵀ * D) := by
    rw [← Matrix.trace_transpose, Matrix.transpose_mul, Matrix.transpose_transpose]
  have e : frobSq (D + w • C) = frobSq D + 2 * w * trace (Cᵀ * D) + w ^ 2 * frobSq C := by
    simp only [frobSq_eq_trace, Matrix.transpose_add, Matrix.transpose_smul, add_mul, mul_add,
      Matrix.smul_mul, Matrix.mul_smul, Matrix.trace_add, Matrix.trace_smul, smul_eq_mul]
    linear_combination w * t
  have p := frobSq_nonneg (D + w • C)
  rw [e] at p
  linarith
```

## (g) The commutator bound

Show that, for every real $P$,
$$w\,\|RP-PR\|\le\|FP-PF\|.$$

**Solution.** For $w\ge0$, take roots in (f). For $w\le0$ the left side is at most zero. The proof splits into the same two cases.

```lean
/-- For a gapped reference `R` of `F` and every real matrix `P`, the Frobenius norm of `FP - PF`
is at least `w` times that of `RP - PR`. -/
theorem commutator_bound {F R : Matrix n n ℝ} {l w : ℝ} (h : IsGappedReference F R l w)
    (P : Matrix n n ℝ) :
    w * frobNorm (R * P - P * R) ≤ frobNorm (F * P - P * F) := by
  unfold frobNorm
  rcases le_total 0 w with hw | hw
  · apply Real.le_sqrt_of_sq_le
    rw [mul_pow, Real.sq_sqrt (frobSq_nonneg _)]
    exact commutator_bound_sq h hw P
  · exact (mul_nonpos_of_nonpos_of_nonneg hw (Real.sqrt_nonneg _)).trans (Real.sqrt_nonneg _)
```

## (h) Norm of a square

Show that $\|E^2\|^2\le\|E\|^4$.

**Solution.** Cauchy–Schwarz for each entry gives
$$\Big(\sum_kE_{ik}E_{kj}\Big)^2\le\sum_kE_{ik}^2\sum_kE_{kj}^2.$$
Summing over $i$ and $j$ gives $\|E\|^2\|E\|^2$.

```lean
/-- The squared Frobenius norm of `E²` is at most the square of that of `E`. -/
lemma frobSq_mul_self_le (E : Matrix n n ℝ) : frobSq (E * E) ≤ frobSq E * frobSq E := by
  have c : frobSq E = ∑ j, ∑ k, E k j ^ 2 := Finset.sum_comm
  have m : frobSq E * frobSq E = ∑ i, ∑ j, (∑ k, E i k ^ 2) * (∑ k, E k j ^ 2) := by
    nth_rewrite 2 [c]
    unfold frobSq
    rw [Finset.sum_mul_sum]
  rw [m]
  unfold frobSq
  -- Cauchy-Schwarz for each entry of the product
  refine Finset.sum_le_sum fun i _ => Finset.sum_le_sum fun j _ => ?_
  rw [Matrix.mul_apply]
  exact Finset.sum_mul_sq_le_sq_mul_sq Finset.univ (fun k => E i k) (fun k => E k j)
```

## (i) Distance between two projectors

Now let $P$ also be a symmetric idempotent, and let $d=\|P-R\|^2$. Show that $d(1-d)\le\|RP-PR\|^2$.

**Solution.** Put $E=P-R$, so $E^2=P+R-PR-RP$. Then $PE^2=P-PRP$ and $RE^2=R-RPR$, which give
$$E^4=E^2-PRP-RPR+PRPR+RPRP=E^2-C^TC.$$
Taking traces and using (h), $\|C\|^2=d-\|E^2\|^2\ge d-d^2$. The matrix identity is `M`, which Lean checks by expanding both sides.

```lean
/-- For two orthogonal projectors with squared distance `d = ‖P - R‖²`, the squared norm of their
commutator is at least `d (1 - d)`. -/
theorem projector_distance {P R : Matrix n n ℝ} (hPt : Pᵀ = P) (hP : P * P = P)
    (hRt : Rᵀ = R) (hR : R * R = R) :
    frobSq (P - R) * (1 - frobSq (P - R)) ≤ frobSq (R * P - P * R) := by
  have hP' : ∀ M, P * (P * M) = P * M := fun M => by rw [← mul_assoc, hP]
  have hR' : ∀ M, R * (R * M) = R * M := fun M => by rw [← mul_assoc, hR]
  -- with C = RP - PR and E = P - R, the product CᵀC is E² - E⁴
  have M : (R * P - P * R)ᵀ * (R * P - P * R)
      = (P - R)ᵀ * (P - R) - ((P - R) * (P - R))ᵀ * ((P - R) * (P - R)) := by
    simp only [Matrix.transpose_sub, Matrix.transpose_mul, hPt, hRt, sub_mul, mul_sub,
      mul_assoc, hP, hR, hP', hR']
    abel
  have e : frobSq (R * P - P * R) = frobSq (P - R) - frobSq ((P - R) * (P - R)) := by
    rw [frobSq_eq_trace, frobSq_eq_trace, frobSq_eq_trace, M, Matrix.trace_sub]
  have := frobSq_mul_self_le (P - R)
  rw [e]
  linarith
```

## (j) From commutator to density error

Let $w\ge0$ and let the projector $P$ satisfy $\|P-R\|^2\le\tfrac12$. Show that
$$w^2\|P-R\|^2\le2\|FP-PF\|^2.$$

**Solution.** Here $1-d\ge\tfrac12$, so (i) gives $d\le2\|C\|^2$. Multiply by $w^2$ and use (f).

Some closeness condition is needed: a projector onto the wrong eigenvectors of $F$ also has zero commutator. With one occupied orbital exchanged for a virtual one, $d=2$.

```lean
/-- Let `R` be a gapped reference of `F` with `w ≥ 0`, and let `P` be an orthogonal projector with
`‖P - R‖² ≤ 1/2`. Then `w²` times the squared density error `‖P - R‖²` is at most twice the squared
norm of `FP - PF`. -/
theorem density_error_bound {F R P : Matrix n n ℝ} {l w : ℝ} (h : IsGappedReference F R l w)
    (hw : 0 ≤ w) (hPt : Pᵀ = P) (hP : P * P = P) (hclose : frobSq (P - R) ≤ 1 / 2) :
    w ^ 2 * frobSq (P - R) ≤ 2 * frobSq (F * P - P * F) := by
  have a := projector_distance hPt hP h.transpose_eq h.idem
  have b : frobSq (P - R) ≤ 2 * frobSq (R * P - P * R) := by
    nlinarith [mul_nonneg (frobSq_nonneg (P - R)) (sub_nonneg.mpr hclose)]
  have c := mul_le_mul_of_nonneg_left b (sq_nonneg w)
  linarith [commutator_bound_sq h hw P]
```

## (k) A two-level reference

Show that $F=\operatorname{diag}(l,l+w)$ and $R=\operatorname{diag}(1,0)$ satisfy all the conditions on a gapped reference.

**Solution.** $R$ is symmetric and idempotent, and diagonal matrices commute. With components numbered from 0 as in Lean, $x^TFx=l\,x_0^2+(l+w)x_1^2$. The range of $R$ has $x_1=0$ and its kernel $x_0=0$, so both energy bounds are equalities.

```lean
/-- The two-level model with energies `l` and `l + w` and the first level occupied is a gapped
reference. -/
theorem isGappedReference_witness (l w : ℝ) :
    IsGappedReference !![l, 0; 0, l + w] !![1, 0; 0, 0] l w := by
  have e : ∀ x : Fin 2 → ℝ, x ⬝ᵥ (!![l, 0; 0, l + w] *ᵥ x)
      = l * x 0 ^ 2 + (l + w) * x 1 ^ 2 := by
    intro x
    simp [Matrix.mulVec, dotProduct, Fin.sum_univ_two]
    ring
  have d : ∀ x : Fin 2 → ℝ, x ⬝ᵥ x = x 0 ^ 2 + x 1 ^ 2 := by
    intro x
    simp only [dotProduct, Fin.sum_univ_two, sq]
  refine ⟨?_, ?_, ?_, fun x hx => ?_, fun x hx => ?_⟩
  · ext i j; fin_cases i <;> fin_cases j <;> simp
  · ext i j; fin_cases i <;> fin_cases j <;> simp [Matrix.mul_apply, Fin.sum_univ_two]
  · ext i j; fin_cases i <;> fin_cases j <;> simp [Matrix.mul_apply, Fin.sum_univ_two]
  · have h1 : x 1 = 0 := by
      simpa [Matrix.mulVec, dotProduct, Fin.sum_univ_two] using (congrFun hx 1).symm
    rw [e, d, h1]
    apply le_of_eq
    ring
  · have h0 : x 0 = 0 := by
      simpa [Matrix.mulVec, dotProduct, Fin.sum_univ_two] using congrFun hx 0
    rw [e, d, h0]
    apply le_of_eq
    ring
```

## (l) Equality in the two-level model

For $w\ge0$, show that this model gives $w\|RP-PR\|=\|FP-PF\|$ for every $P$.

**Solution.** Both commutators have zero diagonal. Their off-diagonal entries are $C_{01}=P_{01}$, $C_{10}=-P_{10}$, $D_{01}=-wP_{01}$ and $D_{10}=wP_{10}$. Thus $D=-wC$. In the limit $w=0$, $F$ is a multiple of the identity and its commutator carries no information about $P$.

```lean
/-- In the two-level model with `w ≥ 0` the commutator bound is an equality for every `P`. -/
theorem commutator_bound_sharp (l w : ℝ) (hw : 0 ≤ w) (P : Matrix (Fin 2) (Fin 2) ℝ) :
    w * frobNorm (!![1, 0; 0, 0] * P - P * !![1, 0; 0, 0])
      = frobNorm (!![l, 0; 0, l + w] * P - P * !![l, 0; 0, l + w]) := by
  have e : frobSq (!![l, 0; 0, l + w] * P - P * !![l, 0; 0, l + w])
      = w ^ 2 * frobSq (!![1, 0; 0, 0] * P - P * !![1, 0; 0, 0]) := by
    simp only [frobSq, Fin.sum_univ_two, Matrix.sub_apply, Matrix.mul_apply]
    simp
    ring
  rw [frobNorm, frobNorm, e, Real.sqrt_mul (sq_nonneg w), Real.sqrt_sq hw]

end

end CommutatorDensityBound
```

```lean
#print axioms CommutatorDensityBound.commutator_bound
#print axioms CommutatorDensityBound.density_error_bound
#print axioms CommutatorDensityBound.commutator_bound_sharp
```

```
'CommutatorDensityBound.commutator_bound' depends on axioms: [propext, Classical.choice, Quot.sound]
'CommutatorDensityBound.density_error_bound' depends on axioms: [propext, Classical.choice, Quot.sound]
'CommutatorDensityBound.commutator_bound_sharp' depends on axioms: [propext, Classical.choice, Quot.sound]
```

## Numbers for a slightly rotated orbital

Take $l=-1$ and $w=2$, so $F=\operatorname{diag}(-1,1)$, and
$$P=\begin{pmatrix}0.9&0.3\\0.3&0.1\end{pmatrix},\qquad P^2=P.$$
Then $\|P-R\|^2=0.2$, $\|RP-PR\|^2=0.18$ and $\|FP-PF\|^2=0.72=w^2\cdot0.18$, which is the equality of (l). Part (i) reads $0.16\le0.18$, and part (j) reads $0.8\le1.44$.
